# The total second moment of grouped point charges from group moments about arbitrary centres

If I sort the point charges of a molecule into groups and simply add the groups' second moments, each taken about its own centre, I can get the wrong total. The extreme case is one charge per group with the centre placed on the charge: every group dipole and second moment is then zero, while the molecule's second moment generally isn't. The missing part must sit in the group charges and dipoles, and I believe the correct total about the origin is

M_total = Σ_A (M_A + p_A c_Aᵀ + c_A p_Aᵀ + Q_A c_A c_Aᵀ)

where group A has centre c_A, charge Q_A, and dipole p_A and second moment M_A about c_A. How do I prove this for any choice of centres, in a form that a proof assistant can check?

## Shifting every group to the common origin

Your formula is correct, and it follows from moving one group's centre. Take a finite set s of charges q_i at positions r_i in R^d, and define its charge, and its dipole and second moment about a centre c, by

Q = Σ_i q_i

p(c) = Σ_i q_i (r_i − c)

M(c) = Σ_i q_i (r_i − c)(r_i − c)ᵀ

with i running over s. For a new centre b, write r_i − b = (r_i − c) + a, where a = c − b. The dipole becomes

p(b) = Σ_i q_i (r_i − c) + Σ_i q_i a = p(c) + Q a

and expanding the product in the second moment gives

M(b) = Σ_i q_i [(r_i − c)(r_i − c)ᵀ + (r_i − c) aᵀ + a (r_i − c)ᵀ + a aᵀ]

M(b) = M(c) + p(c) aᵀ + a p(c)ᵀ + Q a aᵀ.

Now let s be group A, with c = c_A and b = 0. Then a = c_A, and the right-hand side is exactly the bracket in your formula. Each charge belongs to one group, so the second moments about the common origin add up to M_total. The same argument for the dipole gives p_total = Σ_A (p_A + Q_A c_A).

In three dimensions the traceless quadrupole, in the convention with the factor 1/2, is Θ = (3M − (tr M) 1)/2. It is linear in M, and tr(u vᵀ) = u·v, so

Θ_total = Σ_A [Θ_A + (3/2)(p_A c_Aᵀ + c_A p_Aᵀ + Q_A c_A c_Aᵀ) − (p_A·c_A + Q_A c_A·c_A/2) 1].

## When the centre makes no difference

For d > 0, the second moment of a set of charges is the same about every centre exactly when Q = 0 and p(c) = 0. If both vanish, the shift formula gives M(b) = M(c) at once. Conversely, suppose M(b) = M(c) for all b, and take b = c − v. The diagonal entry k of the shift formula then reads

2 p_k v_k + Q v_k² = 0.

Setting every component of v to 1, and then to −1, gives 2 p_k + Q = 0 and −2 p_k + Q = 0. Their sum gives Q = 0, and then p_k = 0 for each k. In dimension zero there is no component to test, hence the condition on d.

## The Lean file and what its statements say

```lean
import Mathlib

open Matrix

namespace DistributedMultipoles

noncomputable section

variable {ι κ : Type*} {d : ℕ}

/-- The total charge of a set `s` of point charges. -/
def charge (q : ι → ℝ) (s : Finset ι) : ℝ := ∑ i ∈ s, q i

/-- The dipole moment of the charges in `s` about the centre `c`. -/
def dipole (q : ι → ℝ) (r : ι → Fin d → ℝ) (s : Finset ι) (c : Fin d → ℝ) : Fin d → ℝ :=
  ∑ i ∈ s, q i • (r i - c)

/-- The second moment of the charges in `s` about the centre `c`, a `d × d` matrix. -/
def secondMoment (q : ι → ℝ) (r : ι → Fin d → ℝ) (s : Finset ι) (c : Fin d → ℝ) :
    Matrix (Fin d) (Fin d) ℝ :=
  ∑ i ∈ s, q i • vecMulVec (r i - c) (r i - c)

/-- The charges that the assignment `g` places in group `A`. -/
def members [Fintype ι] [DecidableEq κ] (g : ι → κ) (A : κ) : Finset ι :=
  Finset.univ.filter (fun i => g i = A)

/-- The traceless quadrupole moment in three dimensions, `(3 M - (tr M) 1) / 2`, where `M` is the
second moment about `c`. -/
def quadrupole (q : ι → ℝ) (r : ι → Fin 3 → ℝ) (s : Finset ι) (c : Fin 3 → ℝ) :
    Matrix (Fin 3) (Fin 3) ℝ :=
  (3 / 2 : ℝ) • secondMoment q r s c - ((secondMoment q r s c).trace / 2) • 1

/-- Moving the centre from `c` to `b` changes the dipole by the charge times `c - b`. -/
theorem dipole_shift (q : ι → ℝ) (r : ι → Fin d → ℝ) (s : Finset ι) (c b : Fin d → ℝ) :
    dipole q r s b = dipole q r s c + charge q s • (c - b) := by
  ext k
  simp only [dipole, charge, Finset.sum_apply, Pi.add_apply, Pi.smul_apply, Pi.sub_apply,
    smul_eq_mul, Finset.sum_mul, ← Finset.sum_add_distrib]
  exact Finset.sum_congr rfl fun i _ => by ring

/-- Moving the centre from `c` to `b` changes the second moment by two dipole terms
and one charge term. -/
theorem secondMoment_shift (q : ι → ℝ) (r : ι → Fin d → ℝ) (s : Finset ι)
    (c b : Fin d → ℝ) :
    secondMoment q r s b = secondMoment q r s c + vecMulVec (dipole q r s c) (c - b)
      + vecMulVec (c - b) (dipole q r s c) + charge q s • vecMulVec (c - b) (c - b) := by
  ext k l
  -- compare the contributions of each charge, using r - b = (r - c) + (c - b)
  simp only [secondMoment, dipole, charge, Matrix.add_apply, Matrix.sum_apply,
    Matrix.smul_apply, Matrix.vecMulVec_apply, Finset.sum_apply, Pi.smul_apply,
    Pi.sub_apply, smul_eq_mul, Finset.sum_mul, Finset.mul_sum, ← Finset.sum_add_distrib]
  exact Finset.sum_congr rfl fun i _ => by ring

/-- Second moments about a common origin add over the groups. -/
theorem sum_secondMoment_members [Fintype ι] [Fintype κ] [DecidableEq κ]
    (q : ι → ℝ) (r : ι → Fin d → ℝ) (g : ι → κ) (o : Fin d → ℝ) :
    ∑ A, secondMoment q r (members g A) o = secondMoment q r Finset.univ o := by
  simp only [secondMoment, members]
  exact Finset.sum_fiberwise _ _ _

/-- The total dipole about 0 is the sum of the group dipoles about their own centres
and of the group charges placed at these centres. -/
theorem dipole_distributed [Fintype ι] [Fintype κ] [DecidableEq κ]
    (q : ι → ℝ) (r : ι → Fin d → ℝ) (g : ι → κ) (c : κ → Fin d → ℝ) :
    dipole q r Finset.univ 0 =
      ∑ A, (dipole q r (members g A) (c A) + charge q (members g A) • c A) := by
  have hsum : ∑ A, dipole q r (members g A) 0 = dipole q r Finset.univ 0 := by
    simp only [dipole, members]
    exact Finset.sum_fiberwise _ _ _
  rw [← hsum]
  refine Finset.sum_congr rfl fun A _ => ?_
  rw [dipole_shift q r (members g A) (c A) 0, sub_zero]

/-- The total second moment about 0 is recovered from the charges, dipoles and second
moments of the groups, each taken about an arbitrary centre of its own. -/
theorem secondMoment_distributed [Fintype ι] [Fintype κ] [DecidableEq κ]
    (q : ι → ℝ) (r : ι → Fin d → ℝ) (g : ι → κ) (c : κ → Fin d → ℝ) :
    secondMoment q r Finset.univ 0 =
      ∑ A, (secondMoment q r (members g A) (c A)
        + vecMulVec (dipole q r (members g A) (c A)) (c A)
        + vecMulVec (c A) (dipole q r (members g A) (c A))
        + charge q (members g A) • vecMulVec (c A) (c A)) := by
  -- split the total about 0 into groups, then shift each group to its own centre
  rw [← sum_secondMoment_members q r g 0]
  refine Finset.sum_congr rfl fun A _ => ?_
  rw [secondMoment_shift q r (members g A) (c A) 0, sub_zero]

/-- In three dimensions the total traceless quadrupole about 0 is the sum of the group
quadrupoles and of the traceless terms made from group dipoles, charges and centres. -/
theorem quadrupole_distributed [Fintype ι] [Fintype κ] [DecidableEq κ]
    (q : ι → ℝ) (r : ι → Fin 3 → ℝ) (g : ι → κ) (c : κ → Fin 3 → ℝ) :
    quadrupole q r Finset.univ 0 =
      ∑ A, (quadrupole q r (members g A) (c A)
        + (3 / 2 : ℝ) • (vecMulVec (dipole q r (members g A) (c A)) (c A)
          + vecMulVec (c A) (dipole q r (members g A) (c A))
          + charge q (members g A) • vecMulVec (c A) (c A))
        - (dipole q r (members g A) (c A) ⬝ᵥ c A
          + charge q (members g A) * (c A ⬝ᵥ c A) / 2) • 1) := by
  have htr : ∀ u v : Fin 3 → ℝ, (vecMulVec u v).trace = u ⬝ᵥ v := fun u v => rfl
  -- the traceless part is linear, so it can be taken group by group
  rw [quadrupole, secondMoment_distributed q r g c, Matrix.trace_sum, Finset.smul_sum,
    Finset.sum_div, Finset.sum_smul, ← Finset.sum_sub_distrib]
  refine Finset.sum_congr rfl fun A _ => ?_
  simp only [quadrupole, Matrix.trace_add, Matrix.trace_smul, htr, smul_eq_mul,
    dotProduct_comm (c A) (dipole q r (members g A) (c A))]
  module

/-- In positive dimension, the second moment of a set of charges is the same about every
centre exactly when its total charge and its dipole vanish. -/
theorem secondMoment_centre_independent_iff (hd : 0 < d) (q : ι → ℝ) (r : ι → Fin d → ℝ)
    (s : Finset ι) (c : Fin d → ℝ) :
    (∀ b, secondMoment q r s b = secondMoment q r s c) ↔
      charge q s = 0 ∧ dipole q r s c = 0 := by
  constructor
  · intro h
    -- move the centre from c to c - v and read off a diagonal entry
    have shift : ∀ (k : Fin d) (v : Fin d → ℝ),
        2 * dipole q r s c k * v k + charge q s * v k ^ 2 = 0 := by
      intro k v
      have h0 := h (c - v)
      rw [secondMoment_shift q r s c (c - v)] at h0
      have h1 := congrArg (fun M : Matrix (Fin d) (Fin d) ℝ => M k k) h0
      simp only [sub_sub_cancel, Matrix.add_apply, Matrix.smul_apply,
        Matrix.vecMulVec_apply, smul_eq_mul] at h1
      linear_combination h1
    -- it is enough to take every component of v equal to t
    have key : ∀ (k : Fin d) (t : ℝ),
        2 * dipole q r s c k * t + charge q s * t ^ 2 = 0 :=
      fun k t => shift k (fun _ => t)
    -- opposite displacements isolate the charge
    have hQ : charge q s = 0 := by
      have h1 := key ⟨0, hd⟩ 1
      have h2 := key ⟨0, hd⟩ (-1)
      linarith
    refine ⟨hQ, funext fun k => ?_⟩
    have h1 := key k 1
    rw [hQ] at h1
    simp only [Pi.zero_apply]
    linarith
  · rintro ⟨hQ, hp⟩ b
    rw [secondMoment_shift q r s c b, hQ, hp]
    ext k l
    simp

end

end DistributedMultipoles
```

```lean
#print axioms DistributedMultipoles.dipole_distributed
-- 'DistributedMultipoles.dipole_distributed' depends on axioms: [propext, Classical.choice, Quot.sound]
#print axioms DistributedMultipoles.quadrupole_distributed
-- 'DistributedMultipoles.quadrupole_distributed' depends on axioms: [propext, Classical.choice, Quot.sound]
#print axioms DistributedMultipoles.secondMoment_centre_independent_iff
-- 'DistributedMultipoles.secondMoment_centre_independent_iff' depends on axioms: [propext, Classical.choice, Quot.sound]
```

The main theorem is `secondMoment_distributed`. The type `ι` labels the charges, `κ` labels the groups, and both are finite here. A position is a function `Fin d → ℝ`, and the charges are real numbers of either sign. The map `g : ι → κ` assigns each charge to its group, so the groups are disjoint and exhaust the charges without a further hypothesis; `members g A` is group A, which may be empty. The centres `c : κ → Fin d → ℝ` are unrestricted: they may coincide or lie far from their groups. `vecMulVec u v` is the outer product u vᵀ, and `Finset.univ` on the left-hand side means all the charges.

The second moment carries its trace and no prefactor; `quadrupole` fixes the traceless convention given above. The total is taken about 0, so the centres are measured from the point where you want the total.

Distributed multipole analysis of a molecule also has to divide a continuous electron density among sites. The theorem doesn't cover that step or continuous densities: it is about point charges already assigned to groups, and it concerns their second moment, not the potential they produce. For a point-charge model of a molecule, it gives the second moment of the whole model from the charges, dipoles and second moments of its groups; whether that agrees with the second moment of the real molecule is a separate question.

## How the proof follows the algebra

`dipole_shift` and `secondMoment_shift` are the two shift formulas. In each, `ext` passes to components, `simp only` gathers both sides into single sums over the charges, and `ring` verifies the expansion for one charge.

`sum_secondMoment_members` adds the groups about a common origin; `Finset.sum_fiberwise` is the fact that summing over each group and then over the groups counts every charge once. The main theorem rewrites the total with this lemma, compares the two sides group by group, and applies `secondMoment_shift` with new centre 0, where `sub_zero` turns c_A − 0 into c_A. `dipole_distributed` proceeds in the same way.

`quadrupole_distributed` inserts the main theorem into the definition of the quadrupole and distributes the trace over the sum. The local fact `htr` is tr(u vᵀ) = u·v, and `module` collects the matrix terms for each group.

In `secondMoment_centre_independent_iff`, `shift` is the diagonal equation for the new centre c − v, and `key` specialises it to a v whose components all equal t. The values t = 1 and t = −1 give `hQ`, the vanishing of the charge, and t = 1 then gives each dipole component. The hypothesis `hd` supplies the axis needed for the first step. The reverse direction substitutes zero charge and zero dipole into the shift formula.
